# Equal degeneracy of the levels E and −E of the free Dirac Hamiltonian at fixed momentum

A free spin-½ particle with momentum $p=(p_0,p_1,p_2)$ and mass $m$ has, in units $\hbar=c=1$, the Dirac Hamiltonian

$$H=\sum_{i=0}^{2}p_i\,\alpha_i+m\,\beta .$$

The matrices $\alpha_0,\alpha_1,\alpha_2,\beta$ square to the identity and anticommute pairwise. The problem is to compare the number of independent spinors at energy $E$ with the number at $-E$, using only these relations.

Indices start at 0, as in Lean, so $\alpha_0,\alpha_1,\alpha_2$ are the textbook $\alpha_1,\alpha_2,\alpha_3$. The matrices are complex and $N\times N$. In Lean, `n` is the finite type that labels the spinor components, and $N$ is `Fintype.card n`.

```lean
import Mathlib

open Matrix

namespace FreeDiracSpectrum

noncomputable section

variable {n : Type*} [Fintype n] [DecidableEq n]
```

The structure `DiracRelations` collects the algebraic hypotheses. Hermiticity is not among them, although the physical matrices are Hermitian.

```lean
/-- The Dirac relations: `α 0`, `α 1`, `α 2` and `β` square to one and anticommute pairwise. -/
structure DiracRelations (α : Fin 3 → Matrix n n ℂ) (β : Matrix n n ℂ) : Prop where
  alpha_sq : ∀ i, α i * α i = 1
  beta_sq : β * β = 1
  alpha_anti : ∀ i j, i ≠ j → α i * α j + α j * α i = 0
  alpha_beta : ∀ i, α i * β + β * α i = 0
```

Momentum and mass are real numbers, of either sign.

```lean
/-- The free Dirac Hamiltonian `H = α·p + β m` at momentum `p` and mass `m`. -/
def hamiltonian (α : Fin 3 → Matrix n n ℂ) (β : Matrix n n ℂ) (p : Fin 3 → ℝ) (m : ℝ) :
    Matrix n n ℂ :=
  ∑ i, (p i : ℂ) • α i + (m : ℂ) • β
```

The comparison uses the product $G=\beta\alpha_0\alpha_1\alpha_2$, called `flip` in Lean. It is a linear map at fixed $p$, and so differs from the charge conjugation of one-particle Dirac wave functions, which is antilinear and reverses the momentum.

```lean
/-- The product `G = β * α 0 * α 1 * α 2` of the four matrices. -/
def flip (α : Fin 3 → Matrix n n ℂ) (β : Matrix n n ℂ) : Matrix n n ℂ :=
  β * α 0 * α 1 * α 2
```

The energy space $V_E$ is the eigenspace of $H$ for a complex number $E$. It is the zero space when $E$ is not an eigenvalue.

```lean
/-- The space of spinors `v` with `H v = E v`. -/
def energySpace (H : Matrix n n ℂ) (E : ℂ) : Submodule ℂ (n → ℂ) :=
  Module.End.eigenspace (Matrix.toLin' H) E
```

The momentum here is a triple of real numbers, and $H$ is a finite matrix. The differential operator on wave functions in space is not treated.

## (a) The eigenvalue equation

**Task.** Show that membership in the energy space of a matrix $H$ is the stationary Dirac equation for a spinor $v$:

$$v\in V_E\iff Hv=Ev .$$

**Solution.** The eigenspace is the kernel of $H-E$, and $(H-E)v=0$ says $Hv=Ev$. The zero vector is included, and no normalisation is imposed. In Lean, `*ᵥ` is the matrix acting on a vector, and the proof unfolds the eigenspace of the linear map `Matrix.toLin' H`.

```lean
/-- A spinor lies in the energy space of `E` exactly when `H v = E v`. -/
theorem mem_energySpace (H : Matrix n n ℂ) (E : ℂ) (v : n → ℂ) :
    v ∈ energySpace H E ↔ H *ᵥ v = E • v := by
  rw [energySpace, Module.End.mem_eigenspace_iff, Matrix.toLin'_apply]
```

## (b) Moving G past the Hamiltonian

**Task.** Show that $G$ anticommutes with the Hamiltonian:

$$GH=-HG .$$

**Solution.** Move each Dirac matrix through $G$ until it stands next to its own copy, with one sign for each exchange:

$$\begin{aligned}
G\alpha_0&=+\beta\alpha_0\alpha_0\alpha_1\alpha_2, & \alpha_0G&=-\beta\alpha_0\alpha_0\alpha_1\alpha_2,\\
G\alpha_1&=-\beta\alpha_0\alpha_1\alpha_1\alpha_2, & \alpha_1G&=+\beta\alpha_0\alpha_1\alpha_1\alpha_2,\\
G\alpha_2&=+\beta\alpha_0\alpha_1\alpha_2\alpha_2, & \alpha_2G&=-\beta\alpha_0\alpha_1\alpha_2\alpha_2,\\
G\beta&=-\beta\beta\alpha_0\alpha_1\alpha_2, & \beta G&=+\beta\beta\alpha_0\alpha_1\alpha_2.
\end{aligned}$$

In each row the two products add to zero. Multiplying the rows by $p_0,p_1,p_2,m$ and adding gives $GH+HG=0$.

The four rows are `g0`, `g1`, `g2` and `gb` in Lean. Each `linear_combination` lists the exchanges used, with the untouched factors to the left and right, and `noncomm_ring` compares the products without reordering them. The last step is the weighted sum.

```lean
variable {α : Fin 3 → Matrix n n ℂ} {β : Matrix n n ℂ}

/-- For Dirac matrices, `G` anticommutes with the free Dirac Hamiltonian. -/
theorem flip_mul_hamiltonian (h : DiracRelations α β) (p : Fin 3 → ℝ) (m : ℝ) :
    flip α β * hamiltonian α β p m = -(hamiltonian α β p m * flip α β) := by
  have h10 := h.alpha_anti 1 0 (by decide)
  have h20 := h.alpha_anti 2 0 (by decide)
  have h21 := h.alpha_anti 2 1 (by decide)
  have b0 := h.alpha_beta 0
  have b1 := h.alpha_beta 1
  have b2 := h.alpha_beta 2
  -- Each Dirac matrix changes sign three times on its way through `G`.
  have g0 : flip α β * α 0 + α 0 * flip α β = 0 := by
    unfold flip
    linear_combination (norm := noncomm_ring)
      β * α 0 * α 1 * h20 - β * α 0 * h10 * α 2 + b0 * (α 0 * α 1 * α 2)
  have g1 : flip α β * α 1 + α 1 * flip α β = 0 := by
    unfold flip
    linear_combination (norm := noncomm_ring)
      β * α 0 * α 1 * h21 - β * h10 * (α 1 * α 2) + b1 * (α 0 * α 1 * α 2)
  have g2 : flip α β * α 2 + α 2 * flip α β = 0 := by
    unfold flip
    linear_combination (norm := noncomm_ring)
      β * α 0 * h21 * α 2 - β * h20 * (α 1 * α 2) + b2 * (α 0 * α 1 * α 2)
  have gb : flip α β * β + β * flip α β = 0 := by
    unfold flip
    linear_combination (norm := noncomm_ring)
      β * α 0 * α 1 * b2 - β * α 0 * b1 * α 2 + β * b0 * (α 1 * α 2)
  simp only [hamiltonian, Fin.sum_univ_three, mul_add, add_mul, mul_smul_comm, smul_mul_assoc]
  linear_combination (norm := module)
    (p 0 : ℂ) • g0 + (p 1 : ℂ) • g1 + (p 2 : ℂ) • g2 + (m : ℂ) • gb
```

## (c) The square of G

**Task.** Show that $G$ is invertible by computing its square:

$$G^2=1 .$$

**Solution.** Let $T=\alpha_0\alpha_1\alpha_2$, so that $G=\beta T$. Moving the second $\alpha_0$ to the left takes two exchanges, and one more exchange finishes the square:

$$T^2=\alpha_0\alpha_1\alpha_2\alpha_0\alpha_1\alpha_2=\alpha_0^2\,\alpha_1\alpha_2\alpha_1\alpha_2=-\alpha_1^2\alpha_2^2=-1 .$$

Moving $\beta$ through $T$ takes three exchanges, so $T\beta=-\beta T$. Therefore

$$G^2=\beta T\beta T=-\beta^2T^2=1 .$$

The Lean steps `hT` and `hb` are the statements about $T^2$ and $T\beta$, and the final combination joins them with $\beta^2=1$.

```lean
/-- For Dirac matrices, `G` is its own inverse. -/
theorem flip_mul_flip (h : DiracRelations α β) : flip α β * flip α β = 1 := by
  have h10 := h.alpha_anti 1 0 (by decide)
  have h20 := h.alpha_anti 2 0 (by decide)
  have h21 := h.alpha_anti 2 1 (by decide)
  -- The product of the three `α` matrices squares to minus one.
  have hT : (α 0 * α 1 * α 2) * (α 0 * α 1 * α 2) = -1 := by
    linear_combination (norm := noncomm_ring)
      α 0 * α 1 * h20 * (α 1 * α 2) - α 0 * h10 * (α 2 * α 1 * α 2)
        + h.alpha_sq 0 * (α 1 * α 2 * α 1 * α 2) + α 1 * h21 * α 2
        - h.alpha_sq 1 * (α 2 * α 2) - h.alpha_sq 2
  -- It also anticommutes with `β`.
  have hb : (α 0 * α 1 * α 2) * β + β * (α 0 * α 1 * α 2) = 0 := by
    linear_combination (norm := noncomm_ring)
      α 0 * α 1 * h.alpha_beta 2 - α 0 * h.alpha_beta 1 * α 2 + h.alpha_beta 0 * (α 1 * α 2)
  unfold flip
  linear_combination (norm := noncomm_ring)
    β * hb * (α 0 * α 1 * α 2)
      - h.beta_sq * ((α 0 * α 1 * α 2) * (α 0 * α 1 * α 2)) - hT
```

## (d) Reversing the energy of a solution

**Task.** Show that $G$ carries solutions of energy $E$ to solutions of energy $-E$:

$$v\in V_E\;\Longrightarrow\; Gv\in V_{-E} .$$

**Solution.** By (b),

$$H(Gv)=-G(Hv)=-G(Ev)=-E\,(Gv).$$

Lean translates both memberships with (a) and then carries out this chain by rewriting.

```lean
/-- For Dirac matrices, `G` turns a solution of energy `E` into a solution of energy `-E`. -/
theorem flip_mem_energySpace (h : DiracRelations α β) (p : Fin 3 → ℝ) (m : ℝ) (E : ℂ)
    (v : n → ℂ) (hv : v ∈ energySpace (hamiltonian α β p m) E) :
    flip α β *ᵥ v ∈ energySpace (hamiltonian α β p m) (-E) := by
  rw [mem_energySpace] at hv ⊢
  have hHG : hamiltonian α β p m * flip α β = -(flip α β * hamiltonian α β p m) := by
    rw [flip_mul_hamiltonian h, neg_neg]
  rw [Matrix.mulVec_mulVec, hHG, Matrix.neg_mulVec, ← Matrix.mulVec_mulVec, hv,
    Matrix.mulVec_smul, neg_smul]
```

## (e) Comparing the two degeneracies

**Task.** Show that, for every complex $E$,

$$\dim V_E=\dim V_{-E} .$$

**Solution.** By (d), $G$ maps $V_E$ into $V_{-E}$. This map is injective: if $Gv=Gw$, applying $G$ again gives $v=w$ by (c). Hence $\dim V_E\le\dim V_{-E}$. The same inequality with $-E$ in place of $E$ reads $\dim V_{-E}\le\dim V_E$, and the two together give equality.

`Module.finrank` is the dimension. The statement `key` is the inequality for an arbitrary energy `e`, obtained by restricting $G$ to the energy space, and `le_antisymm` combines its two instances.

```lean
/-- For Dirac matrices of any size, the eigenspaces of the free Dirac Hamiltonian
for `E` and for `-E` have equal dimension. -/
theorem finrank_energySpace_neg (h : DiracRelations α β) (p : Fin 3 → ℝ) (m : ℝ) (E : ℂ) :
    Module.finrank ℂ (energySpace (hamiltonian α β p m) E) =
      Module.finrank ℂ (energySpace (hamiltonian α β p m) (-E)) := by
  -- `G` embeds each energy space into the one of opposite energy.
  have key : ∀ e : ℂ, Module.finrank ℂ (energySpace (hamiltonian α β p m) e) ≤
      Module.finrank ℂ (energySpace (hamiltonian α β p m) (-e)) := by
    intro e
    have hmap : ∀ v ∈ energySpace (hamiltonian α β p m) e,
        Matrix.toLin' (flip α β) v ∈ energySpace (hamiltonian α β p m) (-e) := by
      intro v hv
      rw [Matrix.toLin'_apply]
      exact flip_mem_energySpace h p m e v hv
    apply LinearMap.finrank_le_finrank_of_injective
      (f := (Matrix.toLin' (flip α β)).restrict hmap)
    intro v w hvw
    apply Subtype.ext
    have h1 : flip α β *ᵥ v.1 = flip α β *ᵥ w.1 := congrArg Subtype.val hvw
    have h2 := congrArg (fun u => flip α β *ᵥ u) h1
    simpa only [Matrix.mulVec_mulVec, flip_mul_flip h, Matrix.one_mulVec] using h2
  have h2 := key (-E)
  rw [neg_neg] at h2
  exact le_antisymm (key E) h2
```

## (f) The square of the Hamiltonian

**Task.** Derive the relativistic energy–momentum relation in matrix form:

$$H^2=\Bigl(\sum_i p_i^2+m^2\Bigr)\,1 .$$

**Solution.** Expanding the product and pairing the mixed terms gives

$$H^2=\sum_i p_i^2\alpha_i^2+m^2\beta^2+\sum_{i<j}p_ip_j(\alpha_i\alpha_j+\alpha_j\alpha_i)+m\sum_i p_i(\alpha_i\beta+\beta\alpha_i).$$

The squares are identities and every bracket vanishes. The Lean combination has one term for each of the four squares and six brackets, with the same coefficients.

```lean
/-- For Dirac matrices, the squared Hamiltonian is the number `p·p + m²` times the identity. -/
theorem hamiltonian_sq (h : DiracRelations α β) (p : Fin 3 → ℝ) (m : ℝ) :
    hamiltonian α β p m * hamiltonian α β p m =
      (∑ i, (p i : ℂ) ^ 2 + (m : ℂ) ^ 2) • (1 : Matrix n n ℂ) := by
  simp only [hamiltonian, Fin.sum_univ_three, mul_add, add_mul, mul_smul_comm, smul_mul_assoc]
  linear_combination (norm := module)
    ((p 0 : ℂ) ^ 2) • h.alpha_sq 0 + ((p 1 : ℂ) ^ 2) • h.alpha_sq 1
      + ((p 2 : ℂ) ^ 2) • h.alpha_sq 2 + ((m : ℂ) ^ 2) • h.beta_sq
      + ((p 0 : ℂ) * p 1) • h.alpha_anti 0 1 (by decide)
      + ((p 0 : ℂ) * p 2) • h.alpha_anti 0 2 (by decide)
      + ((p 1 : ℂ) * p 2) • h.alpha_anti 1 2 (by decide)
      + ((p 0 : ℂ) * m) • h.alpha_beta 0 + ((p 1 : ℂ) * m) • h.alpha_beta 1
      + ((p 2 : ℂ) * m) • h.alpha_beta 2
```

## (g) The size of each energy space

**Task.** Let $E$ be real and nonzero, with $E^2=\sum_i p_i^2+m^2$. Show that

$$2\dim V_E=N .$$

**Solution.** By (f), $H^2v=E^2v$ for every spinor $v$. Set

$$v_\pm=\frac{Ev\pm Hv}{2E},\qquad v=v_++v_- .$$

Then

$$Hv_\pm=\frac{E\,Hv\pm E^2v}{2E}=\pm E\,v_\pm ,$$

so every spinor is a sum of a part in $V_E$ and a part in $V_{-E}$. If $v$ lies in both spaces, then $Ev=-Ev$, so $2Ev=0$ and $v=0$. The dimensions therefore add up to $N$, and by (e) they are equal.

If $E=0$, the energy condition forces $p=0$ and $m=0$. Then $H=0$ and $V_0$ is the whole space, so the formula fails for every $N>0$.

In Lean, `c` is $1/(2E)$ and `hcompl` says that the two spaces are complementary. Its first half is the trivial intersection and its second half the splitting into $v_\pm$.

```lean
/-- For Dirac matrices, if `E ≠ 0` and `E² = p·p + m²`, the solutions of energy `E`
fill exactly half of the spinor space. -/
theorem two_mul_finrank_energySpace (h : DiracRelations α β) (p : Fin 3 → ℝ) (m E : ℝ)
    (hE : E ≠ 0) (hshell : E ^ 2 = ∑ i, p i ^ 2 + m ^ 2) :
    2 * Module.finrank ℂ (energySpace (hamiltonian α β p m) (E : ℂ)) = Fintype.card n := by
  have h2E : (2 * (E : ℂ)) ≠ 0 := mul_ne_zero two_ne_zero (Complex.ofReal_ne_zero.mpr hE)
  have hs : (∑ i, (p i : ℂ) ^ 2 + (m : ℂ) ^ 2) = (E : ℂ) ^ 2 := by
    exact_mod_cast hshell.symm
  have hHH : ∀ v : n → ℂ, hamiltonian α β p m *ᵥ (hamiltonian α β p m *ᵥ v) =
      ((E : ℂ) ^ 2) • v := by
    intro v
    rw [Matrix.mulVec_mulVec, hamiltonian_sq h, hs, Matrix.smul_mulVec, Matrix.one_mulVec]
  obtain ⟨c, hc⟩ : ∃ c : ℂ, c * (2 * (E : ℂ)) = 1 := ⟨_, inv_mul_cancel₀ h2E⟩
  have hcompl : IsCompl (energySpace (hamiltonian α β p m) (E : ℂ))
      (energySpace (hamiltonian α β p m) (-(E : ℂ))) := by
    constructor
    · refine Submodule.disjoint_def.mpr fun v h1 h2 => ?_
      rw [mem_energySpace] at h1 h2
      have h3 : (2 * (E : ℂ)) • v = 0 := by
        linear_combination (norm := module) h2 - h1
      exact (smul_eq_zero.mp h3).resolve_left h2E
    · -- Split a spinor into its parts of energy `E` and `-E`.
      refine codisjoint_iff.mpr (Submodule.eq_top_iff'.mpr fun v => Submodule.mem_sup.mpr
        ⟨c • ((E : ℂ) • v + hamiltonian α β p m *ᵥ v), ?_,
          c • ((E : ℂ) • v - hamiltonian α β p m *ᵥ v), ?_, ?_⟩)
      · rw [mem_energySpace, Matrix.mulVec_smul, Matrix.mulVec_add, Matrix.mulVec_smul, hHH]
        module
      · rw [mem_energySpace, Matrix.mulVec_smul, Matrix.mulVec_sub, Matrix.mulVec_smul, hHH]
        module
      · linear_combination (norm := module) hc • v
  have hsum := Submodule.finrank_add_eq_of_isCompl hcompl
  rw [← finrank_energySpace_neg h, Module.finrank_fintype_fun_eq_card] at hsum
  omega
```

This splitting is the free-particle projection onto positive and negative energies. Relativistic calculations on atoms and molecules commonly define the projection with a Hamiltonian that includes the potential of the nuclei, a term that $H$ does not contain here.

## (h) The standard four-by-four matrices

**Task.** With the Pauli matrices $\sigma_0,\sigma_1,\sigma_2$ (textbook $\sigma_x,\sigma_y,\sigma_z$), show that

$$\alpha_i=\begin{pmatrix}0&\sigma_i\\ \sigma_i&0\end{pmatrix},\qquad \beta=\begin{pmatrix}1&0\\0&-1\end{pmatrix}$$

satisfy the Dirac relations. The entries of $\beta$ are $2\times2$ blocks, and the Lean index type `Fin 2 ⊕ Fin 2` labels the upper and lower pairs of components.

```lean
/-- The three Pauli matrices. -/
def pauli : Fin 3 → Matrix (Fin 2) (Fin 2) ℂ :=
  ![!![0, 1; 1, 0], !![0, -Complex.I; Complex.I, 0], !![1, 0; 0, -1]]

/-- The `α` matrices of the standard representation, with Pauli matrices off the diagonal. -/
def diracAlpha (i : Fin 3) : Matrix (Fin 2 ⊕ Fin 2) (Fin 2 ⊕ Fin 2) ℂ :=
  Matrix.fromBlocks 0 (pauli i) (pauli i) 0

/-- The matrix `β` of the standard representation, with diagonal blocks `1` and `-1`. -/
def diracBeta : Matrix (Fin 2 ⊕ Fin 2) (Fin 2 ⊕ Fin 2) ℂ :=
  Matrix.fromBlocks 1 0 0 (-1)
```

**Solution.** Direct multiplication gives $\sigma_i^2=1$ and $\sigma_i\sigma_j+\sigma_j\sigma_i=0$ for $i\ne j$. Since

$$\alpha_i\alpha_j=\begin{pmatrix}\sigma_i\sigma_j&0\\0&\sigma_i\sigma_j\end{pmatrix},$$

the $\alpha_i$ inherit both relations. Clearly $\beta^2=1$, and

$$\alpha_i\beta=\begin{pmatrix}0&-\sigma_i\\ \sigma_i&0\end{pmatrix}=-\beta\alpha_i .$$

Lean checks the Pauli products entry by entry in `hsq` and `hanti`, then multiplies blocks. With $N=4$, part (g) gives two independent spinors at each of the energies $\pm\sqrt{p\cdot p+m^2}$, provided that this root is nonzero.

```lean
/-- The standard four by four matrices satisfy the Dirac relations. -/
theorem diracRelations_witness : DiracRelations diracAlpha diracBeta := by
  -- Only the products of Pauli matrices are checked entry by entry.
  have hsq : ∀ i, pauli i * pauli i = 1 := by
    intro i
    ext a b
    fin_cases i <;> fin_cases a <;> fin_cases b <;>
      simp [pauli, Matrix.mul_apply, Fin.sum_univ_two]
  have hanti : ∀ i j, i ≠ j → pauli i * pauli j + pauli j * pauli i = 0 := by
    intro i j hij
    ext a b
    fin_cases i <;> fin_cases j <;> fin_cases a <;> fin_cases b <;>
      simp [pauli] at hij ⊢
  constructor
  · intro i
    simp [diracAlpha, Matrix.fromBlocks_multiply, hsq]
  · simp [diracBeta, Matrix.fromBlocks_multiply]
  · intro i j hij
    simp [diracAlpha, Matrix.fromBlocks_multiply, Matrix.fromBlocks_add, hanti i j hij]
  · intro i
    simp [diracAlpha, diracBeta, Matrix.fromBlocks_multiply, Matrix.fromBlocks_add]

end

end FreeDiracSpectrum
```

```lean
#print axioms FreeDiracSpectrum.flip_mul_hamiltonian
#print axioms FreeDiracSpectrum.two_mul_finrank_energySpace
```

```
'FreeDiracSpectrum.flip_mul_hamiltonian' depends on axioms: [propext, Classical.choice, Quot.sound]
'FreeDiracSpectrum.two_mul_finrank_energySpace' depends on axioms: [propext, Classical.choice, Quot.sound]
```

## The same pairing in a bipartite hopping model

Parts (d) and (e) use only $GH=-HG$ and the invertibility of $G$. Consider a finite, non-interacting tight-binding or Hückel model with orthonormal site orbitals, whose sites fall into two sets, with hopping only between the sets and with energies measured from a common on-site value. With $B$ the block of hopping amplitudes,

$$H=\begin{pmatrix}0&B\\B^\dagger&0\end{pmatrix},\qquad \Gamma=\begin{pmatrix}1&0\\0&-1\end{pmatrix},\qquad \Gamma H=-H\Gamma,\quad \Gamma^2=1 .$$

The levels $E$ and $-E$ again have equal degeneracy. This application is an argument in prose, without a Lean theorem behind it. Part (g) does not carry over in general, because $H^2$ need not be a multiple of the identity.
